# A floating s Gaussian of fixed exponent near a proton: its energy is bounded below in position only at zero field

When a finite-field calculation uses a floating Gaussian, an optimiser can move the centre of the function, for example starting from the nucleus, until the energy stops falling. For one electron, one proton and one s Gaussian of fixed exponent \(a>0\), the results below say what that search can find. Without a field, the lowest energy is at the proton and nowhere else. In any nonzero uniform field there is no lowest energy, so the search can find at most a local minimum. A sufficient condition on the field guarantees one within a given distance of the proton; in a strong enough field there is none.

## The energy as a function of position

```lean
import Mathlib

open Set

namespace FloatingGaussian

noncomputable section

/-- The Boys function of order `n`, the integral of `t^(2n) exp(-s t²)` over `0 ≤ t ≤ 1`. -/
def boys (n : ℕ) (s : ℝ) : ℝ :=
  ∫ t in (0 : ℝ)..1, t ^ (2 * n) * Real.exp (-s * t ^ 2)
```

A `def` introduces a named object. This one is the Boys function, usually written \(F_n\). Since \(F\) is the field here, the prose writes

\[
B_n(s)=\int_0^1 t^{2n}e^{-st^2}\,dt .
\]

```lean
/-- Energy (atomic units) of a normalized s Gaussian of exponent `a > 0` centred at position `X`
on the field axis, with a proton at the origin and a uniform field `F`: kinetic energy,
attraction to the proton, and field term. -/
def energy (a F X : ℝ) : ℝ :=
  3 * a / 2 - 2 * Real.sqrt (2 * a / Real.pi) * boys 0 (2 * a * X ^ 2) + F * X
```

The orbital is proportional to \(e^{-ar^2}\), with \(r\) measured from its centre, which lies at \(X\) on the field axis. Its kinetic energy is \(3a/2\). Its density is a normalized Gaussian of exponent \(2a\), whose attraction to a proton at distance \(|X|\) is \(-2\sqrt{2a/\pi}\,B_0(2aX^2)\). The electron has charge \(-1\) and mean position \(X\), so the field adds \(+FX\). In atomic units,

\[
E(X)=\frac{3a}{2}-c\,B_0(2aX^2)+FX,\qquad c=2\sqrt{\frac{2a}{\pi}} .
\]

Lean takes this formula as the definition of `energy a F X`. That it is the expectation value of the Hamiltonian is the step that the theorems leave to the physicist.

## Three facts about the Boys function

```lean
/-- At zero argument the Boys function of order `n` equals `1/(2n+1)`. -/
theorem boys_at_zero (n : ℕ) : boys n 0 = 1 / (2 * (n : ℝ) + 1) := by
  simp [boys]
```

A `theorem` states its claim after the colon and its proof after `:=`. At \(s=0\) the exponential is 1, and \(\int_0^1 t^{2n}dt=1/(2n+1)\).

```lean
/-- For a positive argument the Boys function of order zero is strictly less than one. -/
theorem boys_lt_one {s : ℝ} (hs : 0 < s) : boys 0 s < 1 := by
  have h : boys 0 s < ∫ _t in (0 : ℝ)..1, (1 : ℝ) := by
    unfold boys
    apply intervalIntegral.integral_lt_integral_of_continuousOn_of_le_of_exists_lt one_pos
    · exact Continuous.continuousOn (by fun_prop)
    · exact continuousOn_const
    · intro t _
      have : -s * t ^ 2 ≤ 0 := by nlinarith [mul_nonneg hs.le (sq_nonneg t)]
      simpa using this
    · refine ⟨1, ⟨zero_le_one, le_rfl⟩, ?_⟩
      simpa using hs
  simpa using h
```

The hypothesis `hs` says \(s>0\). Then \(e^{-st^2}\le 1\) on \([0,1]\), with strict inequality at \(t=1\). Both sides are continuous, so the integrals differ strictly and \(B_0(s)<1\). The proof supplies these same ingredients to a library theorem on integrals.

```lean
/-- The derivative of a Boys function is minus the Boys function of the next order. -/
theorem hasDerivAt_boys (n : ℕ) (s : ℝ) : HasDerivAt (boys n) (-boys (n + 1) s) s := by
  have hc : ∀ (m : ℕ) (x : ℝ),
      Continuous (fun t : ℝ => t ^ (2 * m) * Real.exp (-x * t ^ 2)) := by
    intro m x
    fun_prop
  -- near `s` the differentiated integrand is bounded by a constant
  have hbound : ∀ t ∈ Set.uIoc (0 : ℝ) 1, ∀ x ∈ Metric.ball s 1,
      ‖-(t ^ (2 * (n + 1)) * Real.exp (-x * t ^ 2))‖ ≤ Real.exp (|s| + 1) := by
    intro t ht x hx
    rw [Set.uIoc_of_le zero_le_one] at ht
    obtain ⟨h0, h1⟩ := ht
    rw [Metric.mem_ball, Real.dist_eq] at hx
    have hxs : -x ≤ |s| + 1 := by linarith [(abs_lt.mp hx).1, neg_le_abs s]
    have he : -x * t ^ 2 ≤ |s| + 1 :=
      (mul_le_mul_of_nonneg_right hxs (sq_nonneg t)).trans
        (mul_le_of_le_one_right (by positivity) (pow_le_one₀ h0.le h1))
    rw [norm_neg, Real.norm_of_nonneg (by positivity)]
    calc t ^ (2 * (n + 1)) * Real.exp (-x * t ^ 2) ≤ 1 * Real.exp (|s| + 1) :=
          mul_le_mul (pow_le_one₀ h0.le h1) (Real.exp_le_exp.mpr he)
            (Real.exp_pos _).le zero_le_one
      _ = Real.exp (|s| + 1) := one_mul _
  have hdiff : ∀ t ∈ Set.uIoc (0 : ℝ) 1, ∀ x ∈ Metric.ball s 1,
      HasDerivAt (fun y : ℝ => t ^ (2 * n) * Real.exp (-y * t ^ 2))
        (-(t ^ (2 * (n + 1)) * Real.exp (-x * t ^ 2))) x := by
    intro t _ x _
    have h1 : HasDerivAt (fun y : ℝ => -y * t ^ 2) (-1 * t ^ 2) x :=
      (hasDerivAt_id' x).fun_neg.mul_const (t ^ 2)
    exact (h1.exp.const_mul (t ^ (2 * n))).congr_deriv (by ring)
  have h := (intervalIntegral.hasDerivAt_integral_of_dominated_loc_of_deriv_le
    (μ := MeasureTheory.volume) (a := (0 : ℝ)) (b := 1)
    (F := fun x t : ℝ => t ^ (2 * n) * Real.exp (-x * t ^ 2))
    (F' := fun x t : ℝ => -(t ^ (2 * (n + 1)) * Real.exp (-x * t ^ 2)))
    (bound := fun _ => Real.exp (|s| + 1))
    (Metric.ball_mem_nhds s one_pos)
    (Filter.Eventually.of_forall fun x => (hc n x).aestronglyMeasurable)
    ((hc n s).intervalIntegrable 0 1)
    (hc (n + 1) s).neg.aestronglyMeasurable
    (Filter.Eventually.of_forall hbound)
    (continuous_const.intervalIntegrable 0 1)
    (Filter.Eventually.of_forall hdiff)).2
  exact h.congr_deriv (by simp only [intervalIntegral.integral_neg, boys])
```

`HasDerivAt f m x` says that \(f\) is differentiable at \(x\) with derivative \(m\). Differentiating under the integral gives

\[
B_n'(s)=\int_0^1 t^{2n}(-t^2)e^{-st^2}\,dt=-B_{n+1}(s).
\]

The exchange is allowed because, for all \(x\) within distance 1 of \(s\), the differentiated integrand is at most \(e^{|s|+1}\) in size. This is `hbound`; `hdiff` is the derivative at fixed \(t\). In the library call, `F` and `a` name the integrand and the lower limit, not the field and the exponent.

## Slope and curvature

```lean
/-- Derivative of the Boys function of argument `2aX²` with respect to the displacement `X`. -/
theorem hasDerivAt_boys_sq (n : ℕ) (a X : ℝ) :
    HasDerivAt (fun x : ℝ => boys n (2 * a * x ^ 2))
      (-boys (n + 1) (2 * a * X ^ 2) * (4 * a * X)) X := by
  have h1 : HasDerivAt (fun x : ℝ => 2 * a * x ^ 2) (4 * a * X) X :=
    ((hasDerivAt_pow 2 X).const_mul (2 * a)).congr_deriv (by push_cast; ring)
  exact HasDerivAt.comp X (h := fun x : ℝ => 2 * a * x ^ 2)
    (hasDerivAt_boys n (2 * a * X ^ 2)) h1
```

This is the chain rule: the inner function \(2aX^2\) has derivative \(4aX\), so the derivative of \(B_n(2aX^2)\) is \(-4aX\,B_{n+1}(2aX^2)\).

```lean
/-- The slope of the energy with respect to the position `X` of the Gaussian is the field plus
`8a√(2a/π) X` times the Boys function of order one at `2aX²`. -/
theorem hasDerivAt_energy (a F X : ℝ) :
    HasDerivAt (energy a F)
      (8 * a * Real.sqrt (2 * a / Real.pi) * X * boys 1 (2 * a * X ^ 2) + F) X := by
  have h0 : HasDerivAt (fun x : ℝ => boys 0 (2 * a * x ^ 2))
      (-boys 1 (2 * a * X ^ 2) * (4 * a * X)) X := hasDerivAt_boys_sq 0 a X
  have h := ((h0.const_mul (2 * Real.sqrt (2 * a / Real.pi))).const_sub (3 * a / 2)).fun_add
    ((hasDerivAt_id' X).const_mul F)
  exact h.congr_deriv (by ring)
```

Putting \(n=0\) into the energy gives

\[
E'(X)=8a\sqrt{\frac{2a}{\pi}}\;X\,B_1(2aX^2)+F .
\]

The proof assembles the derivative term by term, and `ring` checks the algebra.

```lean
/-- The second derivative of the energy at the proton is `(8a/3)√(2a/π)`, whatever the field. -/
theorem curvature_at_proton (a F : ℝ) :
    HasDerivAt (deriv (energy a F)) (8 * a / 3 * Real.sqrt (2 * a / Real.pi)) 0 := by
  rw [show deriv (energy a F) = fun X =>
      8 * a * Real.sqrt (2 * a / Real.pi) * X * boys 1 (2 * a * X ^ 2) + F from
    funext fun X => (hasDerivAt_energy a F X).deriv]
  have hb : boys 1 (2 * a * (0 : ℝ) ^ 2) = 1 / 3 := by
    rw [show 2 * a * (0 : ℝ) ^ 2 = 0 by ring, boys_at_zero]
    norm_num
  have h := (((hasDerivAt_id' (0 : ℝ)).const_mul
    (8 * a * Real.sqrt (2 * a / Real.pi))).fun_mul (hasDerivAt_boys_sq 1 a 0)).add_const F
  exact h.congr_deriv (by simp only [hb]; ring)
```

`deriv (energy a F)` is the function \(E'\), so the theorem gives \(E''(0)\). By the product rule,

\[
E''(X)=8a\sqrt{\frac{2a}{\pi}}\left[B_1(2aX^2)-4aX^2B_2(2aX^2)\right].
\]

At \(X=0\) the second term vanishes and \(B_1(0)=1/3\), which is `hb`. Hence

\[
E''(0)=k=\frac{8a}{3}\sqrt{\frac{2a}{\pi}}
\]

in any field.

## With and without a field

```lean
/-- Without a field, a Gaussian of exponent `a > 0` has strictly lower energy at the proton than
at any other position. -/
theorem unique_minimum {a X : ℝ} (ha : 0 < a) (hX : X ≠ 0) : energy a 0 0 < energy a 0 X := by
  have hs : 0 < Real.sqrt (2 * a / Real.pi) :=
    Real.sqrt_pos.mpr (div_pos (by linarith) Real.pi_pos)
  have hb : boys 0 (2 * a * X ^ 2) < 1 := boys_lt_one (by positivity)
  have e0 : energy a 0 0 = 3 * a / 2 - 2 * Real.sqrt (2 * a / Real.pi) := by
    simp [energy, boys_at_zero]
  rw [e0]
  unfold energy
  nlinarith [mul_pos hs (sub_pos.mpr hb)]
```

Here `energy a 0 X` has \(F=0\). Since \(B_0(0)=1\),

\[
E(X)-E(0)=c\,\bigl[1-B_0(2aX^2)\bigr]>0\qquad(X\neq0),
\]

because \(c>0\) and \(2aX^2>0\). In the proof, `hs` gives \(c>0\) and `hb` gives \(B_0(2aX^2)<1\); the product of the two positive factors is handed to `nlinarith`.

```lean
/-- For exponent `a > 0`, the energy as a function of position is bounded below exactly when
the field vanishes. -/
theorem bounded_below_iff {a : ℝ} (ha : 0 < a) (F : ℝ) :
    BddBelow (range (energy a F)) ↔ F = 0 := by
  constructor
  · rintro ⟨M, hM⟩
    by_contra hF
    -- the attraction only lowers the energy, so the linear field term wins
    have h : M ≤ energy a F ((M - 3 * a / 2 - 1) / F) := hM ⟨_, rfl⟩
    have hb : 0 ≤ boys 0 (2 * a * ((M - 3 * a / 2 - 1) / F) ^ 2) := by
      unfold boys
      apply intervalIntegral.integral_nonneg zero_le_one
      intro t ht
      exact mul_nonneg (pow_nonneg ht.1 _) (Real.exp_pos _).le
    have hx : F * ((M - 3 * a / 2 - 1) / F) = M - 3 * a / 2 - 1 := by field_simp
    unfold energy at h
    rw [hx] at h
    nlinarith [mul_nonneg (Real.sqrt_nonneg (2 * a / Real.pi)) hb]
  · rintro rfl
    refine ⟨energy a 0 0, ?_⟩
    rintro _ ⟨X, rfl⟩
    rcases eq_or_ne X 0 with rfl | h
    · exact le_rfl
    · exact (unique_minimum ha h).le
```

`range (energy a F)` is the set of all energies reached as \(X\) varies, and `BddBelow` says that this set has a lower bound.

Suppose \(F\neq0\) and \(M\) were a lower bound. Since \(B_0\ge0\), we have \(E(X)\le 3a/2+FX\). At \(X=(M-3a/2-1)/F\) the right side equals \(M-1\), a contradiction. Conversely, if \(F=0\), the previous theorem makes \(E(0)\) a lower bound.

The trial states are normalized, so the same energies show that the Hamiltonian of a hydrogen atom with a fixed proton in a nonzero uniform field has no lowest expectation value.

## The local minimum that survives a weak field

```lean
/-- Let `a > 0`, `R > 0` and `F ≠ 0`. If `|F| R` is smaller than the zero-field energy cost of
moving the Gaussian from the proton to distance `R`, the energy has a local minimum closer than
`R` to the proton, displaced to the side where the field term is negative. -/
theorem metastable_minimum {a F R : ℝ} (ha : 0 < a) (hR : 0 < R) (hF : F ≠ 0)
    (hweak : |F| * R < 2 * Real.sqrt (2 * a / Real.pi) * (1 - boys 0 (2 * a * R ^ 2))) :
    ∃ X, |X| < R ∧ F * X < 0 ∧ IsLocalMin (energy a F) X := by
  have hcont : Continuous (energy a F) :=
    continuous_iff_continuousAt.mpr fun x => (hasDerivAt_energy a F x).continuousAt
  obtain ⟨X, hX, hmin⟩ := isCompact_Icc.exists_isMinOn
    (Set.nonempty_Icc.mpr (by linarith : -R ≤ R)) hcont.continuousOn
  have h0 : energy a F X ≤ energy a F 0 :=
    isMinOn_iff.mp hmin 0 ⟨by linarith, hR.le⟩
  have e0 : energy a F 0 = 3 * a / 2 - 2 * Real.sqrt (2 * a / Real.pi) := by
    simp [energy, boys_at_zero]
  -- the weak-field condition excludes both ends of the interval
  have hr : X ≠ R := by
    intro h
    rw [e0, h] at h0
    unfold energy at h0
    linarith [mul_le_mul_of_nonneg_right (neg_abs_le F) hR.le]
  have hl : -R ≠ X := by
    intro h
    rw [e0, ← h] at h0
    unfold energy at h0
    rw [neg_sq] at h0
    linarith [mul_le_mul_of_nonneg_right (le_abs_self F) hR.le]
  have h1 : -R < X := lt_of_le_of_ne hX.1 hl
  have h2 : X < R := lt_of_le_of_ne hX.2 hr
  have hloc : IsLocalMin (energy a F) X := hmin.isLocalMin (Icc_mem_nhds h1 h2)
  -- at the proton the slope is `F`, so the minimum lies elsewhere
  have hz := hloc.hasDerivAt_eq_zero (hasDerivAt_energy a F X)
  have hX0 : X ≠ 0 := fun h => hF (by simpa [h] using hz)
  have hs := unique_minimum ha hX0
  have eX : energy a F X = energy a 0 X + F * X := by unfold energy; ring
  have e00 : energy a F 0 = energy a 0 0 := by unfold energy; ring
  exact ⟨X, abs_lt.mpr ⟨h1, h2⟩, by linarith, hloc⟩

end

end FloatingGaussian
```

The hypothesis `hweak` reads

\[
|F|R<c\,\bigl[1-B_0(2aR^2)\bigr].
\]

The right side is the zero-field cost of moving the Gaussian to distance \(R\); the left side is the most that the field can repay over that distance. The conclusion is a position \(X\) with \(|X|<R\), \(FX<0\) and no lower energy nearby. As \(F\neq0\), it is not a global minimum. "Metastable" means only this: the theorem contains no decay rate, and the Gaussian moves along the field axis with its width fixed.

1. \(E\) is continuous, so it has a minimum on \([-R,R]\), at some \(X\).
2. At the ends, \(E(\pm R)-E(0)=c[1-B_0(2aR^2)]\pm FR>0\). So \(X\) is neither end (`hr`, `hl`) and is a local minimum (`hloc`).
3. The slope vanishes at \(X\), but at the proton it is \(F\neq0\). So \(X\neq0\) (`hX0`).
4. Write \(E_0\) for the zero-field energy. Then \(E_0(X)+FX=E(X)\le E(0)=E_0(0)<E_0(X)\), hence \(FX<0\).

```lean
#print axioms FloatingGaussian.curvature_at_proton
#print axioms FloatingGaussian.bounded_below_iff
#print axioms FloatingGaussian.metastable_minimum
```

```
'FloatingGaussian.curvature_at_proton' depends on axioms: [propext, Classical.choice, Quot.sound]
'FloatingGaussian.bounded_below_iff' depends on axioms: [propext, Classical.choice, Quot.sound]
'FloatingGaussian.metastable_minimum' depends on axioms: [propext, Classical.choice, Quot.sound]
```

## Very weak fields, strong fields, and a nucleus of charge Z

As \(F\to0\), the slope near the proton is \(kX+F\) to leading order, so the local minimum sits at \(X\approx-F/k\). The induced dipole is \(-X\approx F/k\), which gives this one-parameter model the polarizability \(1/k\).

In a strong enough field there is no local minimum. The part of the slope that comes from the proton, \(8a\sqrt{2a/\pi}\,X\,B_1(2aX^2)\), is continuous in \(X\) and tends to 0 far from the proton, so it is bounded. Once \(|F|\) exceeds its largest absolute value, the slope \(E'(X)\) vanishes nowhere.

For a nucleus of charge \(Z>0\), the attraction is multiplied by \(Z\). The same arguments go through with \(c\) and \(k\) replaced by \(Zc\) and \(Zk\). The statements in this section rest on the prose argument alone.
